# On the line, the response −ia(x − x₀)ψ to a momentum perturbation carries the paramagnetic current −a|ψ|²

The first decision is what the Hamiltonian and the momentum act on. Here they are differential expressions applied point by point to functions from ℝ to ℂ, with no Hilbert space, normalisation or boundary condition. The identities below then hold at every point x, for any real potential V whose solutions are twice differentiable, but the response equation becomes an ordinary differential equation with more than one solution, and behaviour at infinity enters only where a theorem assumes it. The system is one spinless particle on a line, in units ħ = m = 1. Primes denote d/dx and a bar denotes complex conjugation.

```lean
import Mathlib

open Complex Filter Topology
open ComplexConjugate

namespace MomentumResponseCurrent

noncomputable section
```

Lean's `deriv f x` is the derivative of f at x, and it returns zero where f has no derivative, so the theorems carry differentiability hypotheses. `TwiceDiff f` says that f and f′ are both differentiable everywhere; continuity of f″ is not required. The bound states of a finite square well are excluded, because their first derivative has a kink at each wall, where V jumps.

```lean
/-- A function on the line is twice differentiable. -/
def TwiceDiff {F : Type*} [NormedAddCommGroup F] [NormedSpace ℝ F] (f : ℝ → F) : Prop :=
  Differentiable ℝ f ∧ Differentiable ℝ (deriv f)
```

## Operators, coupling and current

The unperturbed Hamiltonian acts on a wave function ψ as

    (Hψ)(x) = −ψ″(x)/2 + V(x)ψ(x).

The potential multiplies ψ at the same point, so nonlocal potentials are excluded.

```lean
/-- The Hamiltonian `H = -(1/2) d²/dx² + V` with a real potential `V`. -/
def hamiltonian (V : ℝ → ℝ) (ψ : ℝ → ℂ) (x : ℝ) : ℂ :=
  -(1 / 2) * deriv (deriv ψ) x + V x * ψ x
```

The momentum operator is

    (pψ)(x) = −i ψ′(x).

```lean
/-- The momentum operator `p = -i d/dx`. -/
def momentum (ψ : ℝ → ℂ) (x : ℝ) : ℂ := -I * deriv ψ x
```

A real vector potential A(x) enters through (p + A)²/2 + V, with the charge absorbed into A; the plus sign is that of an electron in atomic units. Expanding the square gives

    (p + A)²/2 + V = H + (Ap + pA)/2 + A²/2.

The term linear in A is `coupling A ψ`, in which pA means that p acts on the product Aψ. If Hψ = Eψ with E real, the first-order change φ of the state at fixed E obeys

    (H − E)φ = −(Ap + pA)ψ/2.

This response equation is taken as given, with no first-order energy shift and no orthogonality of φ to ψ.

```lean
/-- The symmetrised coupling `(A p + p A) / 2` to a vector potential `A`. -/
def coupling (A : ℝ → ℝ) (ψ : ℝ → ℂ) (x : ℝ) : ℂ :=
  (1 / 2) * (A x * momentum ψ x + momentum (fun y => (A y : ℂ) * ψ y) x)
```

The probability current of a state f in the potential A is Im(f̄ f′) + A|f|². With f = ψ + φ, the terms of first order are the diamagnetic current A|ψ|² and the paramagnetic current

    J = Im(ψ̄ φ′ + φ̄ ψ′),

which is `current ψ φ`. For real ψ it reads Im(ψφ′ + φ̄ψ′). The electric current of an electron has the opposite overall sign.

```lean
/-- The first-order paramagnetic current `Im (conj ψ φ' + conj φ ψ')` of a state `ψ` and
a response function `φ`. -/
def current (ψ φ : ℝ → ℂ) (x : ℝ) : ℝ :=
  (conj (ψ x) * deriv φ x + conj (φ x) * deriv ψ x).im
```

For a real gauge function χ, the phase factor exp(−iχ) turns a solution of Hψ = Eψ into a solution with A = χ′. Its first-order term suggests the candidate

    φ = −i χ ψ.

```lean
/-- The response function `φ = -i χ ψ` built from a real gauge function `χ`. -/
def gaugeResponse (χ : ℝ → ℝ) (ψ : ℝ → ℂ) (x : ℝ) : ℂ := -I * (χ x * ψ x)
```

## The coupling written out

The product rule gives p(Aψ) = −i(A′ψ + Aψ′), so for differentiable A and ψ

    (Ap + pA)ψ/2 = [−iAψ′ − i(A′ψ + Aψ′)]/2 = −i(Aψ′ + A′ψ/2).

In `coupling_eq`, `fun_mul` is the product rule, `ofReal_comp` carries the derivative of the real function A into ℂ, and `ring` collects the two Aψ′ terms.

```lean
/-- The coupling acts as `(A p + p A) ψ / 2 = -i (A ψ' + A' ψ / 2)`. -/
theorem coupling_eq {A : ℝ → ℝ} {ψ : ℝ → ℂ} (hA : Differentiable ℝ A)
    (hψ : Differentiable ℝ ψ) (x : ℝ) :
    coupling A ψ x = -I * (A x * deriv ψ x + (1 / 2) * ((deriv A x : ℝ) : ℂ) * ψ x) := by
  have h : HasDerivAt (fun y => (A y : ℂ) * ψ y)
      (((deriv A x : ℝ) : ℂ) * ψ x + A x * deriv ψ x) x :=
    (hA x).hasDerivAt.ofReal_comp.fun_mul (hψ x).hasDerivAt
  unfold coupling momentum
  rw [h.deriv]
  ring
```

For a constant potential A = a the term A′ vanishes and the coupling is −iaψ′ = a pψ.

```lean
/-- For a constant vector potential `a` the coupling is `a p`. -/
theorem coupling_const (a : ℝ) {ψ : ℝ → ℂ} (hψ : Differentiable ℝ ψ) (x : ℝ) :
    coupling (fun _ => a) ψ x = a * momentum ψ x := by
  rw [coupling_eq (differentiable_const a) hψ]
  simp only [deriv_const, momentum, ofReal_zero]
  ring
```

## The response −iχψ and its current

One differentiation gives

    φ′ = −i(χ′ψ + χψ′).

```lean
/-- The derivative of `φ = -i χ ψ` is `-i (χ' ψ + χ ψ')`. -/
theorem hasDerivAt_gaugeResponse {χ : ℝ → ℝ} {ψ : ℝ → ℂ} (hχ : Differentiable ℝ χ)
    (hψ : Differentiable ℝ ψ) (x : ℝ) :
    HasDerivAt (gaugeResponse χ ψ)
      (-I * (((deriv χ x : ℝ) : ℂ) * ψ x + χ x * deriv ψ x)) x :=
  ((hχ x).hasDerivAt.ofReal_comp.fun_mul (hψ x).hasDerivAt).const_mul (-I)
```

A second differentiation and substitution into H − E give

    φ″ = −i(χ″ψ + 2χ′ψ′ + χψ″),
    (H − E)φ = i(χ′ψ′ + χ″ψ/2) − iχ[−ψ″/2 + Vψ − Eψ].

The square bracket vanishes when Hψ = Eψ, and what remains is minus the coupling with A = χ′. The theorem `gauge_response_eq` states this for complex ψ, with χ and ψ twice differentiable, and adds that φ is twice differentiable. In the proof `hd` is φ′, `h2` is φ″, and `linear_combination (-I * χ x) * e` removes the bracket by using the eigenvalue equation `e` multiplied by −iχ.

```lean
/-- If `H ψ = E ψ`, then `φ = -i χ ψ` is twice differentiable and solves
`(H - E) φ = -(A p + p A) ψ / 2` with `A = χ'`. -/
theorem gauge_response_eq {V χ : ℝ → ℝ} {E : ℝ} {ψ : ℝ → ℂ} (hχ : TwiceDiff χ)
    (hψ : TwiceDiff ψ) (hE : ∀ x, hamiltonian V ψ x = E * ψ x) :
    TwiceDiff (gaugeResponse χ ψ) ∧ ∀ x,
      hamiltonian V (gaugeResponse χ ψ) x - E * gaugeResponse χ ψ x
        = -coupling (deriv χ) ψ x := by
  have hd : deriv (gaugeResponse χ ψ)
      = fun x => -I * (((deriv χ x : ℝ) : ℂ) * ψ x + χ x * deriv ψ x) :=
    funext fun x => (hasDerivAt_gaugeResponse hχ.1 hψ.1 x).deriv
  -- second derivative of φ by the product rule
  have h2 : ∀ x, HasDerivAt (fun x => -I * (((deriv χ x : ℝ) : ℂ) * ψ x + χ x * deriv ψ x))
      (-I * ((((deriv (deriv χ) x : ℝ) : ℂ) * ψ x + ((deriv χ x : ℝ) : ℂ) * deriv ψ x)
        + (((deriv χ x : ℝ) : ℂ) * deriv ψ x + χ x * deriv (deriv ψ) x))) x := fun x =>
    (((hχ.2 x).hasDerivAt.ofReal_comp.fun_mul (hψ.1 x).hasDerivAt).fun_add
      ((hχ.1 x).hasDerivAt.ofReal_comp.fun_mul (hψ.2 x).hasDerivAt)).const_mul (-I)
  refine ⟨⟨fun x => (hasDerivAt_gaugeResponse hχ.1 hψ.1 x).differentiableAt, ?_⟩, fun x => ?_⟩
  · rw [hd]
    exact fun x => (h2 x).differentiableAt
  · have e := hE x
    unfold hamiltonian at e ⊢
    rw [hd, (h2 x).deriv, coupling_eq hχ.2 hψ.1]
    simp only [gaugeResponse]
    -- the terms proportional to χ cancel by the eigenvalue equation
    linear_combination (-I * χ x) * e
```

The current needs only φ and φ′. Since χ is real, φ̄ = iχψ̄, and

    ψ̄ φ′ + φ̄ ψ′ = −iχ′|ψ|² − iχψ̄ψ′ + iχψ̄ψ′ = −iχ′|ψ|²,
    J = −χ′|ψ|².

The eigenvalue equation is not used, and `gauge_current` assumes only first derivatives. Lean expands everything into real and imaginary parts, after which `ring` performs the cancellation. The expression `‖ψ x‖ ^ 2` is |ψ(x)|².

```lean
/-- The current of `φ = -i χ ψ` is `-χ' |ψ|²` at every point. -/
theorem gauge_current {χ : ℝ → ℝ} {ψ : ℝ → ℂ} (hχ : Differentiable ℝ χ)
    (hψ : Differentiable ℝ ψ) (x : ℝ) :
    current ψ (gaugeResponse χ ψ) x = -deriv χ x * ‖ψ x‖ ^ 2 := by
  unfold current
  rw [(hasDerivAt_gaugeResponse hχ hψ x).deriv, Complex.sq_norm, normSq_apply]
  simp only [gaugeResponse, add_im, mul_im, add_re, mul_re, neg_re, neg_im, conj_re, conj_im,
    I_re, I_im, ofReal_re, ofReal_im]
  ring
```

## Constant vector potential and real ψ

Take χ = a(x − x₀) with real a and x₀, so that χ′ = a and χ″ = 0. For a real, twice differentiable ψ with −ψ″/2 + Vψ = Eψ at every point, the function φ = −ia(x − x₀)ψ satisfies

    (H − E)φ = iaψ′ = −a pψ,
    J = −aψ².

This is `position_response`. Its ψ and V are real functions, `Ψ` is ψ regarded as complex-valued, and the conclusion has three parts: φ is twice differentiable, it solves the response equation everywhere, and its current is −aψ² everywhere. The choice x₀ = 0 gives φ = −iaxψ. Moving the origin adds an imaginary multiple of ψ to φ, and the current does not depend on x₀. No smallness of a is assumed, because both equations are linear in a; smallness matters only for reading φ as a first-order correction. The number E is any real number for which the differential equation holds, whether or not ψ is square integrable.

In the proof, `hχd` and `hχ` establish χ′ = a and the differentiability of χ, while `hd`, `hΨ` and `hE'` transfer the hypotheses from ψ to `Ψ`. The first two conclusions come from `gauge_response_eq` with `coupling_const`, and the third from `gauge_current` with |ψ|² = ψ².

```lean
/-- For real `ψ` with `-ψ''/2 + V ψ = E ψ` and any origin `x₀`, the function
`φ = -i a (x - x₀) ψ` is twice differentiable, solves `(H - E) φ = -a p ψ`,
and its current equals `-a ψ²` at every point. -/
theorem position_response {V ψ : ℝ → ℝ} {E : ℝ} (a x₀ : ℝ) (hψ : TwiceDiff ψ)
    (hE : ∀ x, -deriv (deriv ψ) x / 2 + V x * ψ x = E * ψ x) :
    let Ψ : ℝ → ℂ := fun y => (ψ y : ℂ)
    let φ : ℝ → ℂ := gaugeResponse (fun y => a * (y - x₀)) Ψ
    TwiceDiff φ ∧ (∀ x, hamiltonian V φ x - E * φ x = -(a * momentum Ψ x)) ∧
      ∀ x, current Ψ φ x = -a * ψ x ^ 2 := by
  intro Ψ φ
  have hl : ∀ y : ℝ, HasDerivAt (fun y : ℝ => a * (y - x₀)) (a * 1) y := fun y =>
    ((hasDerivAt_id' y).sub_const x₀).const_mul a
  have hχd : deriv (fun y : ℝ => a * (y - x₀)) = fun _ => a :=
    funext fun y => (hl y).deriv.trans (mul_one a)
  have hχ : TwiceDiff (fun y : ℝ => a * (y - x₀)) :=
    ⟨fun y => (hl y).differentiableAt, by rw [hχd]; exact differentiable_const a⟩
  -- pass from the real wave function to its complex embedding
  have hd : deriv Ψ = fun y => ((deriv ψ y : ℝ) : ℂ) :=
    funext fun y => (hψ.1 y).hasDerivAt.ofReal_comp.deriv
  have hΨ : TwiceDiff Ψ := ⟨fun y => (hψ.1 y).hasDerivAt.ofReal_comp.differentiableAt, by
    rw [hd]; exact fun y => (hψ.2 y).hasDerivAt.ofReal_comp.differentiableAt⟩
  have hE' : ∀ x, hamiltonian V Ψ x = E * Ψ x := fun x => by
    have e := congrArg (fun r : ℝ => (r : ℂ)) (hE x)
    simp only [ofReal_add, ofReal_mul, ofReal_div, ofReal_neg, ofReal_ofNat] at e
    unfold hamiltonian
    rw [hd, (hψ.2 x).hasDerivAt.ofReal_comp.deriv]
    simp only [Ψ]
    linear_combination e
  obtain ⟨h1, h2⟩ := gauge_response_eq hχ hΨ hE'
  refine ⟨h1, fun x => ?_, fun x => ?_⟩
  · rw [← coupling_const a hΨ.1, ← hχd]
    exact h2 x
  · have h := gauge_current hχ.1 hΨ.1 x
    rw [hχd] at h
    rw [h]
    simp only [Ψ, Complex.norm_real, Real.norm_eq_abs, sq_abs]
```

The diamagnetic current of a constant potential is therefore aψ² = −J at each point. Continuous gauge-origin schemes for NMR shielding rest on a relation of this kind, since shifting the gauge origin of a uniform magnetic field adds a constant to its vector potential and the diamagnetic term can be traded for a momentum response; the model here is one particle in one dimension, with a local potential and an exact ψ, and a line supports no magnetic field, so it contains only the constant shift and neither the field nor a shielding tensor.

## Conservation of the total first-order current

A solution of the response equation need not have the form −iχψ with real χ, so let φ now be any twice differentiable solution, with ψ complex and A differentiable. Set

    G = ψ̄ φ′ + φ̄ ψ′ + iA ψ̄ψ,   so that   Im G = J + A|ψ|².

The eigenvalue and response equations give the second derivatives

    ψ″ = 2(V − E)ψ,
    φ″ = 2(V − E)φ − i(2Aψ′ + A′ψ).

Differentiating G and inserting them, the terms in A′ cancel and

    G′ = (ψ̄′φ′ + φ̄′ψ′) + 2(V − E)(ψ̄φ + φ̄ψ) + iA(ψ̄′ψ − ψ̄ψ′).

The first two brackets are each a number plus its conjugate, and the last is a number minus its conjugate, multiplied by iA. With V, E and A real, all three terms are real, so

    (J + A|ψ|²)′ = Im G′ = 0,

which is the stationary continuity equation at first order. In `total_current_hasDerivAt`, `h` is the product-rule expression for G′, `e1` and `e2` are the two second derivatives, and `hf` identifies the total current with Im G. The imaginary part is the continuous linear map `imCLM`, which commutes with differentiation, and the last `ring` shows Im G′ = 0.

```lean
/-- If `H ψ = E ψ` and `φ` is any solution of `(H - E) φ = -(A p + p A) ψ / 2`, the sum of its
current and `A |ψ|²` has zero derivative. -/
theorem total_current_hasDerivAt {V A : ℝ → ℝ} {E : ℝ} {ψ φ : ℝ → ℂ}
    (hA : Differentiable ℝ A) (hψ : TwiceDiff ψ) (hφ : TwiceDiff φ)
    (hE : ∀ x, hamiltonian V ψ x = E * ψ x)
    (hR : ∀ x, hamiltonian V φ x - E * φ x = -coupling A ψ x) (x : ℝ) :
    HasDerivAt (fun y => current ψ φ y + A y * ‖ψ y‖ ^ 2) 0 x := by
  have cψ : HasDerivAt (fun y => conj (ψ y)) (conj (deriv ψ x)) x := (hψ.1 x).hasDerivAt.star
  have cφ : HasDerivAt (fun y => conj (φ y)) (conj (deriv φ x)) x := (hφ.1 x).hasDerivAt.star
  have h : HasDerivAt (fun y => conj (ψ y) * deriv φ y + conj (φ y) * deriv ψ y
        + I * ((A y : ℂ) * (conj (ψ y) * ψ y)))
      ((conj (deriv ψ x) * deriv φ x + conj (ψ x) * deriv (deriv φ) x)
        + (conj (deriv φ x) * deriv ψ x + conj (φ x) * deriv (deriv ψ) x)
        + I * (((deriv A x : ℝ) : ℂ) * (conj (ψ x) * ψ x)
          + A x * (conj (deriv ψ x) * ψ x + conj (ψ x) * deriv ψ x))) x :=
    ((cψ.fun_mul (hφ.2 x).hasDerivAt).fun_add (cφ.fun_mul (hψ.2 x).hasDerivAt)).fun_add
      (((hA x).hasDerivAt.ofReal_comp.fun_mul (cψ.fun_mul (hψ.1 x).hasDerivAt)).const_mul I)
  -- second derivatives from the eigenvalue and response equations
  have e := hE x
  have r := hR x
  rw [coupling_eq hA hψ.1] at r
  unfold hamiltonian at e r
  have e1 : deriv (deriv ψ) x = 2 * (V x - E) * ψ x := by linear_combination (-2) * e
  have e2 : deriv (deriv φ) x = 2 * (V x - E) * φ x
      - I * (2 * A x * deriv ψ x + ((deriv A x : ℝ) : ℂ) * ψ x) := by
    linear_combination (-2) * r
  have hf : (fun y => current ψ φ y + A y * ‖ψ y‖ ^ 2) = imCLM ∘ fun y =>
      conj (ψ y) * deriv φ y + conj (φ y) * deriv ψ y + I * ((A y : ℂ) * (conj (ψ y) * ψ y)) := by
    funext y
    simp only [current, Function.comp_apply, Complex.sq_norm, normSq_apply, imCLM_apply, add_im,
      mul_im, mul_re, conj_re, conj_im, I_re, I_im, ofReal_re, ofReal_im]
    ring
  rw [hf]
  refine (imCLM.hasFDerivAt.comp_hasDerivAt x h).congr_deriv ?_
  rw [e1, e2]
  simp only [imCLM_apply, add_im, mul_im, add_re, mul_re, sub_re, sub_im, conj_re, conj_im,
    I_re, I_im, ofReal_re, ofReal_im, re_ofNat, im_ofNat]
  ring
```

## Fixing the constant by decay

A function with zero derivative on the line is constant, so J + A|ψ|² equals some constant, which the differential equations alone leave open. The hypothesis `h0` of `current_of_decay` assumes that the total current tends to zero as x → +∞ (`atTop`, `𝓝 0`). Physically no first-order flux passes through infinity, as expected for a bound state; this is assumed and not derived from V. A constant that tends to zero is zero, hence

    J = −A|ψ|²   at every x.

The step `hc` rewrites the total current as its value at x, and `tendsto_nhds_unique` equates the two limits. One end of the line suffices.

```lean
/-- If `H ψ = E ψ`, `φ` solves `(H - E) φ = -(A p + p A) ψ / 2`, and the sum of the current of `φ`
and `A |ψ|²` tends to zero at `+∞`, then the current of `φ` equals `-A |ψ|²` at every point. -/
theorem current_of_decay {V A : ℝ → ℝ} {E : ℝ} {ψ φ : ℝ → ℂ}
    (hA : Differentiable ℝ A) (hψ : TwiceDiff ψ) (hφ : TwiceDiff φ)
    (hE : ∀ x, hamiltonian V ψ x = E * ψ x)
    (hR : ∀ x, hamiltonian V φ x - E * φ x = -coupling A ψ x)
    (h0 : Tendsto (fun y => current ψ φ y + A y * ‖ψ y‖ ^ 2) atTop (𝓝 0)) (x : ℝ) :
    current ψ φ x = -A x * ‖ψ x‖ ^ 2 := by
  have h := total_current_hasDerivAt hA hψ hφ hE hR
  have hc : (fun y => current ψ φ y + A y * ‖ψ y‖ ^ 2)
      = fun _ => current ψ φ x + A x * ‖ψ x‖ ^ 2 :=
    funext fun y => is_const_of_deriv_eq_zero (fun z => (h z).differentiableAt)
      (fun z => (h z).deriv) y x
  rw [hc] at h0
  have := tendsto_nhds_unique tendsto_const_nhds h0
  linarith
```

For constant A = a the hypothesis can be replaced by two conditions, ψ → 0 (`hψ0`) and J → 0 (`hJ`) at +∞, which together give J + a|ψ|² → 0. They are sufficient and not necessary: for V = 0, E = 1/2, ψ = cos x (not normalisable), a ≠ 0 and φ = −iaxψ the total current vanishes everywhere while neither ψ nor J tends to zero. When both conditions hold, a twice differentiable solution φ of (H − E)φ = −a pψ has

    J = −a|ψ|².

The theorem `momentum_response_current` determines the current and leaves φ itself undetermined.

```lean
/-- If `H ψ = E ψ`, `(H - E) φ = -a p ψ`, and both `ψ` and the current of `φ` tend to zero at
`+∞`, then the current of `φ` equals `-a |ψ|²` at every point. -/
theorem momentum_response_current {V : ℝ → ℝ} {E a : ℝ} {ψ φ : ℝ → ℂ}
    (hψ : TwiceDiff ψ) (hφ : TwiceDiff φ) (hE : ∀ x, hamiltonian V ψ x = E * ψ x)
    (hR : ∀ x, hamiltonian V φ x - E * φ x = -(a * momentum ψ x))
    (hψ0 : Tendsto ψ atTop (𝓝 0)) (hJ : Tendsto (current ψ φ) atTop (𝓝 0)) (x : ℝ) :
    current ψ φ x = -a * ‖ψ x‖ ^ 2 := by
  refine current_of_decay (A := fun _ => a) (differentiable_const a) hψ hφ hE
    (fun y => by rw [coupling_const a hψ.1]; exact hR y) ?_ x
  have h := hJ.add ((hψ0.norm.pow 2).const_mul a)
  simpa using h
```

## The harmonic oscillator ground state

A nonzero ψ meeting the hypotheses of `position_response` is ψ = exp(−x²/2), with V = x²/2 and E = 1/2:

    ψ′ = −xψ,   ψ″ = (x² − 1)ψ,
    −ψ″/2 + x²ψ/2 = ψ/2.

The steps `h1` and `h2` are the two derivatives, and `ring` closes the equation. For this unnormalised Gaussian the formula J = −aψ² reads J = −a exp(−x²); with the normalising factor π^(−1/4) in ψ it reads J = −a exp(−x²)/√π. The theorem itself states the differentiability and the eigenvalue equation, and says nothing about decay or normalisation.

```lean
/-- The Gaussian `exp (-x²/2)` is twice differentiable and solves the eigenvalue equation
with `V = x²/2` and `E = 1/2`. -/
theorem position_response_witness :
    TwiceDiff (fun x : ℝ => Real.exp (-x ^ 2 / 2)) ∧ ∀ x : ℝ,
      -deriv (deriv fun y : ℝ => Real.exp (-y ^ 2 / 2)) x / 2 + x ^ 2 / 2 * Real.exp (-x ^ 2 / 2)
        = 1 / 2 * Real.exp (-x ^ 2 / 2) := by
  have h0 : ∀ x : ℝ, HasDerivAt (fun y : ℝ => -y ^ 2 / 2) (-x) x := fun x =>
    ((hasDerivAt_pow 2 x).fun_neg.div_const 2).congr_deriv
      (by ring1)
  have h1 : ∀ x : ℝ, HasDerivAt (fun y : ℝ => Real.exp (-y ^ 2 / 2))
      (Real.exp (-x ^ 2 / 2) * -x) x := fun x => (h0 x).exp
  have hd : deriv (fun y : ℝ => Real.exp (-y ^ 2 / 2)) = fun x => Real.exp (-x ^ 2 / 2) * -x :=
    funext fun x => (h1 x).deriv
  have h2 : ∀ x : ℝ, HasDerivAt (fun x : ℝ => Real.exp (-x ^ 2 / 2) * -x)
      (Real.exp (-x ^ 2 / 2) * -x * -x + Real.exp (-x ^ 2 / 2) * -1) x := fun x =>
    (h1 x).fun_mul (hasDerivAt_id' x).fun_neg
  refine ⟨⟨fun x => (h1 x).differentiableAt, ?_⟩, fun x => ?_⟩
  · rw [hd]
    exact fun x => (h2 x).differentiableAt
  · rw [hd, (h2 x).deriv]
    ring

end

end MomentumResponseCurrent
```

```lean
#print axioms MomentumResponseCurrent.position_response
-- 'MomentumResponseCurrent.position_response' depends on axioms: [propext, Classical.choice, Quot.sound]
#print axioms MomentumResponseCurrent.momentum_response_current
-- 'MomentumResponseCurrent.momentum_response_current' depends on axioms: [propext, Classical.choice, Quot.sound]
```
